# Aharonov-Bohm caging on a ring: a cell hopping with \(T^2 = 0\) and \(TT^\dagger + T^\dagger T = c\,1\) confines the propagator to neighbouring cells

To follow a single particle launched in one unit cell of a tight-binding ring whose Hamiltonian contains nothing but hopping between neighbouring cells, with the same matrix \(T\) for every step and no terms inside a cell, it is enough to check two identities on that small matrix, \(T^2 = 0\) and \(TT^\dagger + T^\dagger T = c\,1\) for a number \(c\). When they hold, the amplitude need only be tracked on the starting cell and its two neighbours, for all times and for any ring length, and the Hamiltonian of the whole ring never has to be diagonalised.

```lean
import Mathlib

open Matrix Complex
open scoped Kronecker ComplexOrder

namespace AharonovBohmCaging

noncomputable section

variable {d : Type*} [Fintype d] [DecidableEq d]

/-- Shift by one cell on a ring of `N` cells: it maps cell `y` to cell `y + 1`. -/
def shift (N : ℕ) : Matrix (ZMod N) (ZMod N) ℂ :=
  Matrix.of fun x y => if x = y + 1 then 1 else 0

/-- Ring Hamiltonian `H = S ⊗ T + (S ⊗ T)†` with cell-to-cell hopping matrix `T`. -/
def ham (N : ℕ) (T : Matrix d d ℂ) : Matrix (ZMod N × d) (ZMod N × d) ℂ :=
  shift N ⊗ₖ T + (shift N ⊗ₖ T)ᴴ

/-- Time evolution operator `U(t) = exp(-i t H)` of the ring Hamiltonian. -/
def propagator (N : ℕ) [NeZero N] (T : Matrix d d ℂ) (t : ℝ) :
    Matrix (ZMod N × d) (ZMod N × d) ℂ :=
  NormedSpace.exp ((-(I * (t : ℂ))) • ham N T)

/-- Cell hopping matrix of the Creutz ladder at flux `π`, with unit amplitudes. -/
def creutz : Matrix (Fin 2) (Fin 2) ℂ := !![I, 1; 1, -I]

/-- The shift on the ring is unitary. -/
theorem shift_unitary (N : ℕ) [NeZero N] :
    shift N * (shift N)ᴴ = 1 ∧ (shift N)ᴴ * shift N = 1 := by
  have h1 : (shift N)ᴴ * shift N = 1 := by
    ext x y
    rw [Matrix.mul_apply, Finset.sum_eq_single (y + 1)]
    · by_cases h : x = y
      · simp [shift, conjTranspose_apply, Matrix.one_apply, h]
      · simp [shift, conjTranspose_apply, h, Ne.symm h]
    · intro z _ hz
      simp [shift, hz]
    · simp
  exact ⟨mul_eq_one_comm.1 h1, h1⟩

/-- For any hopping `T`, `H²` is the sum of a two-step forward term `S² ⊗ T²`, its adjoint,
and the on-cell term `1 ⊗ (T T† + T† T)`. -/
theorem ham_sq_expansion (N : ℕ) [NeZero N] (T : Matrix d d ℂ) :
    ham N T * ham N T = (shift N * shift N) ⊗ₖ (T * T) + (shift N * shift N)ᴴ ⊗ₖ (T * T)ᴴ
      + (1 : Matrix (ZMod N) (ZMod N) ℂ) ⊗ₖ (T * Tᴴ + Tᴴ * T) := by
  have hk : (shift N ⊗ₖ T)ᴴ = (shift N)ᴴ ⊗ₖ Tᴴ := Matrix.conjTranspose_kronecker _ _
  rw [ham, hk, add_mul, mul_add, mul_add]
  simp only [← Matrix.mul_kronecker_mul, (shift_unitary N).1, (shift_unitary N).2,
    conjTranspose_mul, Matrix.kronecker_add]
  abel

/-- If `T² = 0` and `T T† + T† T = c`, then `H² = c`. -/
theorem ham_sq (N : ℕ) [NeZero N] (T : Matrix d d ℂ) (c : ℂ) (hT : T * T = 0)
    (hc : T * Tᴴ + Tᴴ * T = c • 1) : ham N T * ham N T = c • 1 := by
  rw [ham_sq_expansion, hT, hc]
  simp [Matrix.kronecker_smul]

/-- Converse: on a ring whose length does not divide four, `H² = c` forces `T² = 0` and
`T T† + T† T = c`. -/
theorem cell_conditions_of_ham_sq (N : ℕ) [NeZero N] (hN : ¬ N ∣ 4) (T : Matrix d d ℂ) (c : ℂ)
    (h : ham N T * ham N T = c • 1) : T * T = 0 ∧ T * Tᴴ + Tᴴ * T = c • 1 := by
  have h4 : (4 : ZMod N) ≠ 0 := fun h0 =>
    hN ((ZMod.natCast_eq_zero_iff 4 N).1 (by exact_mod_cast h0))
  have h2 : (2 : ZMod N) ≠ 0 := fun h0 => h4 (by linear_combination 2 * h0)
  have hS : ∀ x y, (shift N * shift N) x y = if x = y + 1 + 1 then 1 else 0 := by
    intro x y
    rw [Matrix.mul_apply, Finset.sum_eq_single (y + 1)]
    · simp [shift]
    · intro z _ hz
      simp [shift, hz]
    · simp
  have e20 : (shift N * shift N) 2 0 = 1 := by
    rw [hS, if_pos (by ring)]
  have e02 : (shift N * shift N) 0 2 = 0 := by
    rw [hS, if_neg (fun h0 => h4 (by linear_combination -h0))]
  have e00 : (shift N * shift N) 0 0 = 0 := by
    rw [hS, if_neg (fun h0 => h2 (by linear_combination -h0))]
  rw [ham_sq_expansion] at h
  constructor
  · -- block of `H²` from cell 0 to cell 2
    ext a b
    have hab := congrFun (congrFun h (2, a)) (0, b)
    simp only [Matrix.add_apply, kroneckerMap_apply, conjTranspose_apply, e20, e02] at hab
    simpa [Matrix.one_apply, h2] using hab
  · -- diagonal block of `H²` at cell 0
    ext a b
    have hab := congrFun (congrFun h (0, a)) (0, b)
    simp only [Matrix.add_apply, kroneckerMap_apply, conjTranspose_apply, e00] at hab
    simpa [Matrix.one_apply] using hab

/-- If `A² = ω²` with `ω ≠ 0`, then `exp(z A) = cosh(z ω) + (sinh(z ω) / ω) A`. -/
theorem exp_smul_of_sq {n : Type*} [Fintype n] [DecidableEq n] (A : Matrix n n ℂ) (ω z : ℂ)
    (hω : ω ≠ 0) (hA : A * A = ω ^ 2 • 1) :
    NormedSpace.exp (z • A) = cosh (z * ω) • (1 : Matrix n n ℂ) + (sinh (z * ω) / ω) • A := by
  -- projectors on `A = ω` and `A = -ω`
  obtain ⟨P, hP⟩ : ∃ P : Matrix n n ℂ, P = (1 / 2 : ℂ) • (1 + ω⁻¹ • A) := ⟨_, rfl⟩
  obtain ⟨Q, hQ⟩ : ∃ Q : Matrix n n ℂ, Q = (1 / 2 : ℂ) • (1 - ω⁻¹ • A) := ⟨_, rfl⟩
  have AP : A * P = ω • P := by
    simp only [hP, mul_smul_comm, mul_add, mul_one, hA]
    match_scalars <;> (field_simp; try ring)
  have AQ : A * Q = (-ω) • Q := by
    simp only [hQ, mul_smul_comm, mul_sub, mul_one, hA]
    match_scalars <;> (field_simp; try ring)
  have hpow : ∀ k : ℕ, (z • A) ^ k = (z * ω) ^ k • P + (-(z * ω)) ^ k • Q := by
    intro k
    induction k with
    | zero =>
      simp only [pow_zero, one_smul, hP, hQ]
      module
    | succ k ih =>
      rw [pow_succ' (z • A), ih]
      simp only [mul_add, smul_mul_assoc, mul_smul_comm, AP, AQ, pow_succ]
      module
  have hexp : ∀ w : ℂ, HasSum (fun k : ℕ => w ^ k / (k.factorial : ℂ)) (Complex.exp w) := by
    intro w
    rw [Complex.exp_eq_exp_ℂ]
    exact NormedSpace.expSeries_div_hasSum_exp w
  -- sum the exponential series on each projector
  have hs := ((hexp (z * ω)).smul_const P).add ((hexp (-(z * ω))).smul_const Q)
  have hterm : ∀ k : ℕ, ((k.factorial : ℂ)⁻¹) • (z • A) ^ k
      = ((z * ω) ^ k / (k.factorial : ℂ)) • P + ((-(z * ω)) ^ k / (k.factorial : ℂ)) • Q := by
    intro k
    rw [hpow]
    simp only [div_eq_mul_inv]
    module
  have h0 : NormedSpace.exp (z • A) = ∑' k : ℕ, ((k.factorial : ℂ)⁻¹) • (z • A) ^ k := by
    exact congrFun (NormedSpace.exp_eq_tsum ℂ) _
  refine h0.trans ((tsum_congr hterm).trans (hs.tsum_eq.trans ?_))
  rw [hP, hQ]
  unfold Complex.cosh Complex.sinh
  module

/-- If `T² = 0` and `T T† + T† T = ω²` with real `ω ≠ 0`, then
`U(t) = cos(ω t) - i (sin(ω t) / ω) H`. -/
theorem propagator_eq (N : ℕ) [NeZero N] (T : Matrix d d ℂ) (ω t : ℝ) (hω : ω ≠ 0)
    (hT : T * T = 0) (hc : T * Tᴴ + Tᴴ * T = (ω : ℂ) ^ 2 • 1) :
    propagator N T t = (Real.cos (ω * t) : ℂ) • (1 : Matrix (ZMod N × d) (ZMod N × d) ℂ)
      - (I * ((Real.sin (ω * t) / ω : ℝ) : ℂ)) • ham N T := by
  have e : -(I * (t : ℂ)) * (ω : ℂ) = -((ω : ℂ) * t) * I := by ring
  rw [propagator, exp_smul_of_sq _ _ _ (ofReal_ne_zero.2 hω) (ham_sq N T _ hT hc), e,
    Complex.cosh_mul_I, Complex.sinh_mul_I, Complex.cos_neg, Complex.sin_neg]
  push_cast
  module

/-- If `T² = 0` and `T T† + T† T = c`, then at every time `U(t)` has no
matrix element between cells that are neither equal nor nearest neighbours on the ring. -/
theorem caging (N : ℕ) [NeZero N] (T : Matrix d d ℂ) (c : ℂ) (hT : T * T = 0)
    (hc : T * Tᴴ + Tᴴ * T = c • 1) (t : ℝ) (x y : ZMod N) (a b : d)
    (h0 : x ≠ y) (h1 : x ≠ y + 1) (h2 : y ≠ x + 1) :
    propagator N T t (x, a) (y, b) = 0 := by
  have hsq := ham_sq N T c hT hc
  have hone : (1 : Matrix (ZMod N × d) (ZMod N × d) ℂ) (x, a) (y, b) = 0 :=
    Matrix.one_apply_ne fun h => h0 (congrArg Prod.fst h)
  have hH : ham N T (x, a) (y, b) = 0 := by
    simp [ham, shift, kroneckerMap_apply, conjTranspose_apply, h1, h2]
  by_cases hc0 : c = 0
  · -- a Hermitian matrix with vanishing square is zero
    have herm : (ham N T)ᴴ = ham N T := by
      rw [ham, conjTranspose_add, conjTranspose_conjTranspose, add_comm]
    have hz : ham N T = 0 :=
      conjTranspose_mul_self_eq_zero.1 (by rw [herm, hsq, hc0, zero_smul])
    rw [propagator, hz, smul_zero, NormedSpace.exp_zero, hone]
  · -- `U(t)` is a combination of `1` and `H`
    obtain ⟨ω, hω⟩ := IsAlgClosed.exists_pow_nat_eq c (by norm_num : 0 < 2)
    have hω0 : ω ≠ 0 := fun h => hc0 (by rw [← hω, h]; ring)
    rw [← hω] at hsq
    rw [propagator, exp_smul_of_sq _ _ _ hω0 hsq, Matrix.add_apply, Matrix.smul_apply,
      Matrix.smul_apply, hone, hH]
    simp

/-- If `T² = 0` and `T T† + T† T = ω²` with real `ω ≠ 0`, then `U(π / ω) = -1`. -/
theorem propagator_revival (N : ℕ) [NeZero N] (T : Matrix d d ℂ) (ω : ℝ) (hω : ω ≠ 0)
    (hT : T * T = 0) (hc : T * Tᴴ + Tᴴ * T = (ω : ℂ) ^ 2 • 1) :
    propagator N T (Real.pi / ω) = -1 := by
  have e : ω * (Real.pi / ω) = Real.pi := by field_simp
  rw [propagator_eq N T ω _ hω hT hc, e, Real.cos_pi, Real.sin_pi]
  simp

/-- The Creutz ladder hopping at flux `π` obeys `T² = 0` and `T T† + T† T = 2²`. -/
theorem creutz_witness :
    creutz * creutz = 0 ∧ creutz * creutzᴴ + creutzᴴ * creutz = ((2 : ℝ) : ℂ) ^ 2 • 1 := by
  have hd : creutzᴴ = !![-I, 1; 1, I] := by
    ext i j
    fin_cases i <;> fin_cases j <;> simp [creutz, conjTranspose_apply]
  have h4 : ((2 : ℝ) : ℂ) ^ 2 = 4 := by
    push_cast
    norm_num
  rw [hd, h4]
  constructor
  · ext i j
    fin_cases i <;> fin_cases j <;> simp [creutz, Matrix.mul_apply, Fin.sum_univ_succ]
  · ext i j
    fin_cases i <;> fin_cases j <;>
      simp [creutz, Matrix.mul_apply, Fin.sum_univ_succ] <;> norm_num

end

end AharonovBohmCaging
```

```lean
#print axioms AharonovBohmCaging.cell_conditions_of_ham_sq
#print axioms AharonovBohmCaging.caging
#print axioms AharonovBohmCaging.propagator_revival
```

```
'AharonovBohmCaging.cell_conditions_of_ham_sq' depends on axioms: [propext, Classical.choice, Quot.sound]
'AharonovBohmCaging.caging' depends on axioms: [propext, Classical.choice, Quot.sound]
'AharonovBohmCaging.propagator_revival' depends on axioms: [propext, Classical.choice, Quot.sound]
```

## The model and its conventions

The ring has \(N\) cells labelled by \(x, y\) in `ZMod N`, the integers modulo \(N\), so the boundary is periodic and the last cell is followed by cell \(0\). The assumption `[NeZero N]` says \(N \ge 1\). Each cell carries the same finite set `d` of orbitals, labelled by \(a, b\). A basis state \(|x, a\rangle\) is a pair in `ZMod N × d`.

The matrix `shift N`, written \(S\), has \(S_{xy} = 1\) when \(x = y + 1\) and zero otherwise, so it moves cell \(y\) to cell \(y+1\). The Hamiltonian `ham N T` is
\[
H = S \otimes T + (S \otimes T)^\dagger, \qquad
H_{(x,a),(y,b)} = \delta_{x,y+1}\, T_{ab} + \delta_{y,x+1}\, \overline{T_{ba}},
\]
where `⊗ₖ` is the Kronecker product and `ᴴ` the conjugate transpose. Thus \(T_{ab}\) is the amplitude to hop from orbital \(b\) of a cell to orbital \(a\) of the next one, with any minus sign absorbed in \(T\). There are no on-site energies and no separate hopping inside a cell. The operator `propagator N T t` is \(U(t) = \exp(-itH)\) for real time \(t\), with \(\hbar = 1\), where `NormedSpace.exp` is the exponential power series of a matrix. An expression such as `c • 1` is the number \(c\) times the identity matrix.

## What the theorems say

The two identities on \(T\) will be called the cell conditions; in Lean they are the hypotheses `hT` and `hc`. They are assumed, not derived from a lattice geometry or a magnetic field.

`ham_sq` states that the cell conditions give \(H^2 = c\,1\) for every \(N \ge 1\). `cell_conditions_of_ham_sq` is the converse: if \(N\) does not divide \(4\), then \(H^2 = c\,1\) forces both cell conditions.

`propagator_eq` takes \(c = \omega^2\) with real \(\omega \neq 0\) and gives the closed form
\[
U(t) = \cos(\omega t)\, 1 - i\,\frac{\sin(\omega t)}{\omega}\, H ,
\]
and `propagator_revival` evaluates it at one time, \(U(\pi/\omega) = -1\). At that time every state has returned to itself up to an overall sign.

`caging` is the main statement. Under the cell conditions with any complex \(c\), zero included, and for every \(t\), \(a\) and \(b\),
\[
U(t)_{(x,a),(y,b)} = 0 \quad \text{whenever } x \neq y,\; x \neq y + 1,\; y \neq x + 1 .
\]
These three inequalities are `h0`, `h1` and `h2`, read modulo \(N\), so the first and the last cell count as neighbours. For \(N \le 3\) every pair of cells is equal or adjacent and the theorem has nothing to exclude; the first ring on which it has content is \(N = 4\), with cells \(0\) and \(2\) as an example.

`creutz_witness` shows that the matrix `creutz` satisfies the cell conditions with \(\omega = 2\), that is \(c = 4\).

## The physics in the cell conditions

The entry \((T^2)_{ab} = \sum_{b'} T_{ab'} T_{b'b}\) adds the amplitudes of all paths from orbital \(b\) of cell \(y\) to orbital \(a\) of cell \(y+2\), one path for each intermediate orbital \(b'\) of cell \(y+1\). The condition \(T^2 = 0\) says that these amplitudes always add to zero. This happens either because the paths interfere destructively, as in the ladder below, which is the Aharonov-Bohm mechanism, or because each path has amplitude zero on its own. The second case occurs for two orbitals with \(T_{01} = 1\) and all other entries zero: both cell conditions hold with \(c = 1\), and the ring falls apart into disconnected pairs of sites with no flux involved. The theorems cover both cases. The matrix \(T^\dagger T\) describes a step forward followed by a step back, and \(TT^\dagger\) a step back followed by a step forward. The second condition says that, added up, these round trips return the particle to the orbital it left, with the same weight \(c\) for every orbital.

The example is a two-leg ladder with orbitals \(0\) and \(1\) and
\[
T = \begin{pmatrix} i & 1 \\ 1 & -i \end{pmatrix}.
\]
The legs carry the phases \(+i\) and \(-i\), the diagonal links have amplitude \(1\), and there are no rungs. From orbital \(0\) to orbital \(0\) two cells ahead, the path along the leg contributes \(i \cdot i = -1\) and the path through orbital \(1\) contributes \(1 \cdot 1 = +1\). The relative sign is the Aharonov-Bohm phase \(\pi\) of the loop that the two paths enclose. From orbital \(1\) to orbital \(0\) the two paths give \(i \cdot 1\) and \(1 \cdot (-i)\), which cancel too. For the second condition,
\[
TT^\dagger = \begin{pmatrix} 2 & 2i \\ -2i & 2 \end{pmatrix}, \qquad
T^\dagger T = \begin{pmatrix} 2 & -2i \\ 2i & 2 \end{pmatrix},
\]
and the sum is four times the identity. `creutz_witness` checks the entries of \(T^\dagger\), of \(T^2\) and of this sum one by one with `fin_cases`. Putting \(\omega = 2\) in the closed form, a particle that starts in \(|y, 0\rangle\) on a ring with \(N \ge 3\) is found on its starting site with probability \(\cos^2(2t)\) and in each neighbouring cell with probability \(\tfrac12 \sin^2(2t)\); these probabilities, like the counterexample at the end, are pencil-and-paper consequences with no theorem of their own in the file.

For a single non-interacting particle on a finite, translation-invariant ring whose hopping meets the cell conditions, the result gives exact dynamics without spreading beyond the neighbouring cells, and \(H^2 = \omega^2\) leaves only \(\pm\omega\) as possible energies, which is the flat-band spectrum seen from real space. The term Aharonov-Bohm caging is also applied to lattices such as the rhombic chain, which have hopping inside the usual unit cell and an extra band at zero energy; there \(H^2\) is not a multiple of the identity, so the theorems here do not cover them. No flux parameter occurs in the theorems, and the flux enters only through the phases of the entries of \(T\). Interactions, disorder and open ends are absent from the model.

## Squaring the Hamiltonian

The shift is unitary. In \((S^\dagger S)_{xy} = \sum_{w} \overline{S_{wx}}\, S_{wy}\), where \(w\) runs over the cells, only \(w = y+1\) contributes, and it gives \(1\) if \(y + 1 = x + 1\) and zero otherwise. In `shift_unitary` the selection of that one term is `Finset.sum_eq_single (y + 1)`, and `mul_eq_one_comm` turns \(S^\dagger S = 1\) into \(SS^\dagger = 1\), which is valid for finite square matrices.

With \((S \otimes T)^\dagger = S^\dagger \otimes T^\dagger\) and the rule that Kronecker products multiply factor by factor, the square has four terms,
\[
H^2 = S^2 \otimes T^2 + SS^\dagger \otimes TT^\dagger + S^\dagger S \otimes T^\dagger T + (S^\dagger)^2 \otimes (T^\dagger)^2 ,
\]
and unitarity merges the middle two:
\[
H^2 = S^2 \otimes T^2 + (S^2)^\dagger \otimes (T^2)^\dagger + 1 \otimes (TT^\dagger + T^\dagger T).
\]
This is `ham_sq_expansion`, valid for every \(T\); the product rule is `Matrix.mul_kronecker_mul`. Inserting the cell conditions removes the first two terms and leaves \(1 \otimes c\,1 = c\,1\), which is `ham_sq`.

For the converse, `hS` computes \((S^2)_{xy} = 1\) when \(x = y + 2\) and zero otherwise. Take the block of \(H^2\) with row cell \(2\) and column cell \(0\). The first term contributes \(T^2\) (`e20`). The second carries \(\overline{(S^2)_{02}}\), which is nonzero only if \(0 = 4\) modulo \(N\) (`e02`). The third term and the right-hand side \(c\,1\) contribute only if \(2 = 0\) modulo \(N\). If \(N\) does not divide \(4\), neither coincidence occurs (`h4`, `h2`), so \(T^2 = 0\). In the block with both cells equal to \(0\), \((S^2)_{00} = 0\) because \(2 \neq 0\) (`e00`), and what remains is \(TT^\dagger + T^\dagger T = c\,1\).

## Summing the exponential

`exp_smul_of_sq` concerns any finite complex matrix \(A\) with \(A^2 = \omega^2\,1\), where \(\omega \neq 0\) and a further number \(z\) are complex. Define
\[
P = \tfrac12\left(1 + A/\omega\right), \qquad Q = \tfrac12\left(1 - A/\omega\right).
\]
Then \(AP = \tfrac12(A + \omega) = \omega P\) and \(AQ = \tfrac12(A - \omega) = -\omega Q\), which are `AP` and `AQ`. Since \(P + Q = 1\), induction on the natural number \(k\), multiplying by \(zA\) from the left at each step, gives `hpow`:
\[
(zA)^k = (z\omega)^k P + (-z\omega)^k Q .
\]
Dividing by \(k!\) and summing yields
\[
\exp(zA) = e^{z\omega} P + e^{-z\omega} Q = \cosh(z\omega)\, 1 + \frac{\sinh(z\omega)}{\omega}\, A .
\]
The hypothesis `hω` matters here: at \(\omega = 0\) Lean's division by zero would make the right-hand side equal to \(1\), whereas a nonzero matrix with \(A^2 = 0\) has \(\exp(zA) = 1 + zA\).

The way the series is summed is worth reusing. The proof never chooses a norm on matrices. It takes the scalar fact `hexp`, that \(\sum_k w^k/k!\) has sum \(e^w\) for complex \(w\), multiplies it by a fixed matrix with `smul_const`, and adds the two resulting series with `add` to obtain `hs`. After `NormedSpace.exp_eq_tsum` has unfolded the matrix exponential and `hterm` has matched the terms, `hs.tsum_eq` supplies the value. The method applies whenever the powers of a matrix are known as scalar powers times fixed matrices, and the tactic `module` settles the remaining identities between such linear combinations.

For `propagator_eq`, put \(A = H\) and \(z = -it\). Then \(z\omega = i(-\omega t)\), which is the step `e`, and for any angle \(\theta\) one has \(\cosh(i\theta) = \cos\theta\) and \(\sinh(i\theta) = i \sin\theta\). Taking \(\theta = -\omega t\) and using the parity of cosine and sine gives the closed form. At \(t = \pi/\omega\) the cosine is \(-1\) and the sine vanishes, which is `propagator_revival`.

## Why the particle stays caged

Fix \(x, y\) that are neither equal nor adjacent. The identity matrix has no element between them (`hone`), and neither has \(H\), since both Kronecker deltas in its matrix element vanish (`hH`). Two cases remain. If \(c \neq 0\), choose a complex \(\omega\) with \(\omega^2 = c\), supplied by `IsAlgClosed.exists_pow_nat_eq`; it is nonzero, so \(U(t)\) is a linear combination of \(1\) and \(H\) and the element vanishes. Working with a complex root spares a proof that \(c\) is real and positive. If \(c = 0\), then \(H^2 = 0\), and since \(H\) is Hermitian for every \(T\) (`herm`), also \(H^\dagger H = 0\). The diagonal entries of \(H^\dagger H\) are the squared lengths of the columns of \(H\), hence \(H = 0\); this is `conjTranspose_mul_self_eq_zero`. Then \(U(t) = 1\), and `hone` finishes the case.

## An easy mistake on short rings

It is tempting to read the expansion of \(H^2\) as three independent terms and to conclude that \(H^2 = c\,1\) is equivalent to the cell conditions on every ring. When \(N\) is \(1\), \(2\) or \(4\), two steps forward and two steps back end on the same cell, so \((S^2)^\dagger = S^2\) and only the sum \(T^2 + (T^2)^\dagger\) appears. A single orbital with \(T = e^{i\pi/4}\) illustrates this: \(T^2 = i\), its adjoint is \(-i\), the two cancel, and \(H^2 = 2\) although \(T^2 \neq 0\). A numerical check of \(H^2 \propto 1\) on a four-cell ring therefore says less than it seems to, and this is the coincidence that the hypothesis `¬ N ∣ 4` removes from the converse.
